# A zero-diagonal Lanczos chain of at least four sites matches the square lattice's closed-walk counts at lengths 2, 4 and 6 exactly when $b_1^2=4$, $b_2^2=5$, $b_3^2=19/5$

An electron hops between nearest neighbours on an infinite square lattice, with hopping amplitude 1 and on-site energy zero. The moments of its local density of states count closed walks: 4, 36 and 400 for lengths 2, 4 and 6. Lanczos recursion from one site replaces the lattice by a chain with hoppings $b_1,b_2,\dots$, and I am told that these counts force $b_1^2=4$, $b_2^2=5$ and $b_3^2=19/5$. Can both the counts and the coefficients be derived in full, with a proof that Lean checks?

## From three moments to three squared hoppings

Let $T$ be the symmetric tridiagonal matrix with zero diagonal and off-diagonal entries $b_1,b_2,\dots$, and let $e_k$ be the basis vector of chain site $k$. With at least four sites,

$$Te_1=b_1e_2,\qquad T^2e_1=b_1^2e_1+b_1b_2e_3,$$
$$T^3e_1=b_1(b_1^2+b_2^2)e_2+b_1b_2b_3e_4.$$

Since $T$ is symmetric, $(T^{2k})_{11}=\|T^ke_1\|^2$. Orthonormality of the $e_k$ gives

$$(T^2)_{11}=b_1^2,\qquad (T^4)_{11}=b_1^2(b_1^2+b_2^2),$$
$$(T^6)_{11}=b_1^2\left[(b_1^2+b_2^2)^2+b_2^2b_3^2\right].$$

For the lattice, let $W_n(x,y)$ be the number of $n$-step walks from the origin to $(x,y)$, and $L_n(u)$ the number of $n$-step walks on the integer line from 0 to $u$. A lattice step changes both $x+y$ and $x-y$ by $\pm1$, and each of the four sign combinations occurs once. Hence

$$W_n(x,y)=L_n(x+y)\,L_n(x-y).$$

A line walk with $j$ steps to the right ends at $2j-n$, so $L_n(2j-n)=\binom nj$. Closed walks therefore number $W_{2k}(0,0)=\binom{2k}{k}^2$, which is $2^2$, $6^2$ and $20^2$ for $k=1,2,3$.

Matching now proceeds one order at a time. The second moment gives $b_1^2=4$. Then $4(4+b_2^2)=36$ gives $b_2^2=5$, and $4(81+5b_3^2)=400$ gives $b_3^2=19/5$. Substituting these values back recovers all three counts.

**Three sites are too few.** With $b_1^2=4$ and $b_2^2=5$, a three-site chain has no $e_4$, and its sixth moment is $4\cdot 81=324$ instead of 400.

## What the Lean statement says

`chain (n + 4) b` is $T$ with $n+4$ sites, for any natural number `n`. Matrix indices start at 0, so the entry `0 0` is $(T^m)_{11}$, while `site` labels the basis vectors from 1. The coefficients are arbitrary reals and `b 0` has no effect. Only squares are determined; the usual positive choice is $b_1=2$, $b_2=\sqrt5$, $b_3=\sqrt{19/5}$.

`walks n p` is the cardinality of the set of step sequences with total displacement `p`. The final theorem, `lanczos_matches_square_lattice`, is an equivalence between the three moment equations and the three coefficient values.

The zero diagonal is assumed. It stands for equal on-site energies, set to zero, on a bipartite lattice, where no closed walk has odd length. The lattice Hamiltonian and its Lanczos reduction are physical interpretation; the file compares the chain with the walk counts directly. In electronic structure, these numbers begin the recursion expansion of the local density of states for this non-interacting, single-orbital model.

```lean
import Mathlib

open Matrix

namespace LanczosSquareLattice

noncomputable section

/-- The Lanczos chain: the `N × N` symmetric tridiagonal matrix with zero diagonal whose
off-diagonal entries are `b 1, b 2, …` from the top. -/
def chain (N : ℕ) (b : ℕ → ℝ) : Matrix (Fin N) (Fin N) ℝ :=
  Matrix.of fun i j =>
    if i.val + 1 = j.val then b j.val else if j.val + 1 = i.val then b (j.val + 1) else 0

/-- The basis vector of chain site `k`, with sites labelled `1, …, N`; it is zero for any
other label. -/
def site (N k : ℕ) : Fin N → ℝ := fun i => if i.val + 1 = k then 1 else 0

/-- The four nearest-neighbour steps on the square lattice. -/
def step : Fin 4 → ℤ × ℤ := ![(1, 0), (-1, 0), (0, 1), (0, -1)]

/-- The number of `n`-step nearest-neighbour walks on the square lattice from the origin
to `p`. -/
def walks (n : ℕ) (p : ℤ × ℤ) : ℕ :=
  (Finset.univ.filter fun s : Fin n → Fin 4 => ∑ i, step (s i) = p).card

/-- The number of `n`-step walks on the integer line from the origin to `u`, given by its
recursion in the number of steps. -/
def line : ℕ → ℤ → ℕ
  | 0, u => if u = 0 then 1 else 0
  | n + 1, u => line n (u - 1) + line n (u + 1)

/-- The three-term Lanczos recurrence with zero diagonal: the chain matrix sends the basis vector of
site `k + 1` to `b k` times that of site `k` plus `b (k + 1)` times that of site `k + 2`, where a
vector whose label lies outside the chain is zero. -/
theorem chain_mulVec_site (N : ℕ) (b : ℕ → ℝ) {k : ℕ} (hk : k < N) :
    chain N b *ᵥ site N (k + 1) = b k • site N k + b (k + 1) • site N (k + 2) := by
  ext i
  -- acting on a basis vector selects a column
  have h : (chain N b *ᵥ site N (k + 1)) i = chain N b i ⟨k, hk⟩ := by
    simp only [Matrix.mulVec, dotProduct]
    rw [Finset.sum_eq_single (⟨k, hk⟩ : Fin N)]
    · simp [site]
    · intro j _ hj
      have hne : j.val ≠ k := fun e => hj (Fin.ext e)
      simp [site, hne]
    · simp
  rw [h]
  simp only [chain, Matrix.of_apply, site, Pi.add_apply, Pi.smul_apply, smul_eq_mul]
  split_ifs <;> simp <;> omega

/-- The Krylov vectors of orders 1, 2 and 3 generated from the first site of a chain with at least
four sites. -/
theorem krylov_vectors (n : ℕ) (b : ℕ → ℝ) :
    chain (n + 4) b *ᵥ site (n + 4) 1 = b 1 • site (n + 4) 2 ∧
    chain (n + 4) b ^ 2 *ᵥ site (n + 4) 1 =
      (b 1 ^ 2) • site (n + 4) 1 + (b 1 * b 2) • site (n + 4) 3 ∧
    chain (n + 4) b ^ 3 *ᵥ site (n + 4) 1 =
      (b 1 * (b 1 ^ 2 + b 2 ^ 2)) • site (n + 4) 2 + (b 1 * b 2 * b 3) • site (n + 4) 4 := by
  have s0 : site (n + 4) 0 = 0 := by
    ext i
    simp [site]
  have h1 : chain (n + 4) b *ᵥ site (n + 4) 1 = b 1 • site (n + 4) 2 := by
    have h := chain_mulVec_site (n + 4) b (show 0 < n + 4 by omega)
    rw [s0, smul_zero] at h
    exact h.trans (zero_add _)
  have h2 : chain (n + 4) b *ᵥ site (n + 4) 2 = b 1 • site (n + 4) 1 + b 2 • site (n + 4) 3 :=
    chain_mulVec_site (n + 4) b (show 1 < n + 4 by omega)
  have h3 : chain (n + 4) b *ᵥ site (n + 4) 3 = b 2 • site (n + 4) 2 + b 3 • site (n + 4) 4 :=
    chain_mulVec_site (n + 4) b (show 2 < n + 4 by omega)
  have e2 : chain (n + 4) b ^ 2 *ᵥ site (n + 4) 1 =
      (b 1 ^ 2) • site (n + 4) 1 + (b 1 * b 2) • site (n + 4) 3 := by
    rw [pow_two (chain (n + 4) b), ← Matrix.mulVec_mulVec, h1, Matrix.mulVec_smul, h2]
    module
  refine ⟨h1, e2, ?_⟩
  rw [pow_succ' (chain (n + 4) b) 2, ← Matrix.mulVec_mulVec, e2, Matrix.mulVec_add,
    Matrix.mulVec_smul, Matrix.mulVec_smul, h1, h3]
  module

/-- In a chain with at least four sites, the moment of order `k + l` at the first site is the
overlap of the Krylov vectors of orders `k` and `l` generated from that site. -/
theorem moment_split (n : ℕ) (b : ℕ → ℝ) (k l : ℕ) :
    (chain (n + 4) b ^ (k + l)) 0 0 =
      (chain (n + 4) b ^ k *ᵥ site (n + 4) 1) ⬝ᵥ (chain (n + 4) b ^ l *ᵥ site (n + 4) 1) := by
  have hcol (M : Matrix (Fin (n + 4)) (Fin (n + 4)) ℝ) (i : Fin (n + 4)) :
      (M *ᵥ site (n + 4) 1) i = M i 0 := by
    simp only [Matrix.mulVec, dotProduct]
    rw [Finset.sum_eq_single (0 : Fin (n + 4))]
    · simp [site]
    · intro j _ hj
      have hz : site (n + 4) 1 j = 0 := if_neg fun e => hj (Fin.ext (by simpa using e))
      rw [hz, mul_zero]
    · simp
  -- the chain matrix is symmetric, and so are its powers
  have hT : (chain (n + 4) b)ᵀ = chain (n + 4) b := by
    ext i j
    simp only [Matrix.transpose_apply, chain, Matrix.of_apply]
    by_cases h1 : j.val + 1 = i.val
    · have h2 : ¬ i.val + 1 = j.val := by omega
      simp [h1, h2]
    · by_cases h2 : i.val + 1 = j.val <;> simp [h1, h2]
  have hk : (chain (n + 4) b ^ k)ᵀ = chain (n + 4) b ^ k := by
    rw [Matrix.transpose_pow, hT]
  rw [pow_add, Matrix.mul_apply]
  simp only [dotProduct]
  refine Finset.sum_congr rfl fun j _ => ?_
  have hs : (chain (n + 4) b ^ k) 0 j = (chain (n + 4) b ^ k) j 0 :=
    congrFun (congrFun hk j) 0
  rw [hcol, hcol, hs]

/-- The second, fourth and sixth moments at the first site of a zero-diagonal Lanczos chain with at
least four sites, in terms of the Lanczos coefficients. -/
theorem moments (n : ℕ) (b : ℕ → ℝ) :
    (chain (n + 4) b ^ 2) 0 0 = b 1 ^ 2 ∧
    (chain (n + 4) b ^ 4) 0 0 = b 1 ^ 2 * (b 1 ^ 2 + b 2 ^ 2) ∧
    (chain (n + 4) b ^ 6) 0 0 =
      b 1 ^ 2 * ((b 1 ^ 2 + b 2 ^ 2) ^ 2 + b 2 ^ 2 * b 3 ^ 2) := by
  obtain ⟨e1, e2, e3⟩ := krylov_vectors n b
  -- the site vectors are orthonormal
  have d (k l : ℕ) (hk : k < n + 4) :
      site (n + 4) (k + 1) ⬝ᵥ site (n + 4) l = if k + 1 = l then 1 else 0 := by
    simp only [dotProduct]
    rw [Finset.sum_eq_single (⟨k, hk⟩ : Fin (n + 4))]
    · simp [site]
    · intro j _ hj
      have hne : j.val ≠ k := fun e => hj (Fin.ext e)
      simp [site, hne]
    · simp
  have d11 : site (n + 4) 1 ⬝ᵥ site (n + 4) 1 = 1 := (d 0 1 (by omega)).trans (if_pos rfl)
  have d22 : site (n + 4) 2 ⬝ᵥ site (n + 4) 2 = 1 := (d 1 2 (by omega)).trans (if_pos rfl)
  have d33 : site (n + 4) 3 ⬝ᵥ site (n + 4) 3 = 1 := (d 2 3 (by omega)).trans (if_pos rfl)
  have d44 : site (n + 4) 4 ⬝ᵥ site (n + 4) 4 = 1 := (d 3 4 (by omega)).trans (if_pos rfl)
  have d13 : site (n + 4) 1 ⬝ᵥ site (n + 4) 3 = 0 :=
    (d 0 3 (by omega)).trans (if_neg (by decide))
  have d31 : site (n + 4) 3 ⬝ᵥ site (n + 4) 1 = 0 := by rw [dotProduct_comm, d13]
  have d24 : site (n + 4) 2 ⬝ᵥ site (n + 4) 4 = 0 :=
    (d 1 4 (by omega)).trans (if_neg (by decide))
  have d42 : site (n + 4) 4 ⬝ᵥ site (n + 4) 2 = 0 := by rw [dotProduct_comm, d24]
  refine ⟨(moment_split n b 1 1).trans ?_, (moment_split n b 2 2).trans ?_,
    (moment_split n b 3 3).trans ?_⟩
  · rw [pow_one, e1]
    simp only [smul_dotProduct, dotProduct_smul, smul_eq_mul, d22]
    ring
  · rw [e2]
    simp only [add_dotProduct, dotProduct_add, smul_dotProduct, dotProduct_smul, smul_eq_mul,
      d11, d13, d31, d33]
    ring
  · rw [e3]
    simp only [add_dotProduct, dotProduct_add, smul_dotProduct, dotProduct_smul, smul_eq_mul,
      d22, d24, d42, d44]
    ring

/-- Splitting off the first step expresses the walks of `n + 1` steps through those of
`n` steps. -/
theorem walks_succ (n : ℕ) (p : ℤ × ℤ) :
    walks (n + 1) p = ∑ d, walks n (p - step d) := by
  simp only [walks, Finset.card_filter]
  rw [← (Fin.consEquiv (fun _ : Fin (n + 1) => Fin 4)).sum_comp, Fintype.sum_prod_type]
  refine Finset.sum_congr rfl fun d _ => Finset.sum_congr rfl fun s _ => ?_
  refine if_congr ?_ rfl rfl
  rw [Fin.sum_univ_succ, eq_sub_iff_add_eq, add_comm]
  rfl

/-- The number of `n`-step square-lattice walks from the origin to `(x, y)` is the product of the
numbers of `n`-step line walks from the origin to `x + y` and to `x - y`. -/
theorem walks_eq_line (n : ℕ) (x y : ℤ) :
    walks n (x, y) = line n (x + y) * line n (x - y) := by
  induction n generalizing x y with
  | zero =>
    have h0 : walks 0 (x, y) = if (0 : ℤ × ℤ) = (x, y) then 1 else 0 := by
      rw [walks, Finset.card_filter]
      simp
    by_cases h : x = 0 ∧ y = 0
    · obtain ⟨rfl, rfl⟩ := h
      rw [h0, if_pos (show (0 : ℤ × ℤ) = (0, 0) from rfl)]
      simp [line]
    · have hne : (0 : ℤ × ℤ) ≠ (x, y) := fun e =>
        h ⟨(congrArg Prod.fst e).symm, (congrArg Prod.snd e).symm⟩
      rw [h0, if_neg hne]
      by_cases hu : x + y = 0
      · have hv : x - y ≠ 0 := by omega
        rw [show line 0 (x - y) = 0 from if_neg hv, mul_zero]
      · rw [show line 0 (x + y) = 0 from if_neg hu, zero_mul]
  | succ n ih =>
    have s0 : (x, y) - step 0 = (x - 1, y) := by simp [step]
    have s1 : (x, y) - step 1 = (x + 1, y) := by simp [step]
    have s2 : (x, y) - step 2 = (x, y - 1) := by simp [step]
    have s3 : (x, y) - step 3 = (x, y + 1) := by simp [step]
    rw [walks_succ, Fin.sum_univ_four, s0, s1, s2, s3, ih, ih, ih, ih]
    -- each lattice step moves both diagonal coordinates by one unit
    rw [show x - 1 + y = x + y - 1 by ring, show x - 1 - y = x - y - 1 by ring,
      show x + 1 + y = x + y + 1 by ring, show x + 1 - y = x - y + 1 by ring,
      show x + (y - 1) = x + y - 1 by ring, show x - (y - 1) = x - y + 1 by ring,
      show x + (y + 1) = x + y + 1 by ring, show x - (y + 1) = x - y - 1 by ring]
    simp only [line]
    ring

/-- Walks of `n` steps on the line with `j` steps to the right are counted by the binomial
coefficient. -/
theorem line_eq_choose (n j : ℕ) : line n (2 * (j : ℤ) - (n : ℤ)) = n.choose j := by
  -- no walk gets further than its number of steps
  have low : ∀ (m : ℕ) (u : ℤ), u < -(m : ℤ) → line m u = 0 := by
    intro m
    induction m with
    | zero => exact fun u hu => if_neg (by omega)
    | succ m ih =>
      intro u hu
      simp only [line]
      rw [ih (u - 1) (by omega), ih (u + 1) (by omega)]
  induction n generalizing j with
  | zero =>
    cases j with
    | zero => simp [line]
    | succ j => exact if_neg (by omega)
  | succ n ih =>
    simp only [line]
    cases j with
    | zero =>
      have a := low n (2 * ((0 : ℕ) : ℤ) - ((n + 1 : ℕ) : ℤ) - 1) (by omega)
      have e : 2 * ((0 : ℕ) : ℤ) - ((n + 1 : ℕ) : ℤ) + 1 = 2 * ((0 : ℕ) : ℤ) - (n : ℤ) := by
        omega
      rw [a, e, ih 0]
      simp
    | succ j =>
      have e1 : 2 * ((j + 1 : ℕ) : ℤ) - ((n + 1 : ℕ) : ℤ) - 1 = 2 * (j : ℤ) - (n : ℤ) := by
        omega
      have e2 : 2 * ((j + 1 : ℕ) : ℤ) - ((n + 1 : ℕ) : ℤ) + 1 =
          2 * ((j + 1 : ℕ) : ℤ) - (n : ℤ) := by omega
      rw [e1, e2, ih j, ih (j + 1), Nat.choose_succ_succ]

/-- The closed square-lattice walks of length `2k` number the square of the central binomial
coefficient. -/
theorem closed_walks (k : ℕ) : walks (2 * k) (0, 0) = (2 * k).choose k ^ 2 := by
  have h := line_eq_choose (2 * k) k
  rw [show 2 * (k : ℤ) - ((2 * k : ℕ) : ℤ) = 0 by omega] at h
  rw [walks_eq_line, add_zero, sub_zero, h, pow_two]

/-- There are 4, 36 and 400 closed square-lattice walks of lengths 2, 4 and 6. -/
theorem closed_walks_two_four_six :
    walks 2 (0, 0) = 4 ∧ walks 4 (0, 0) = 36 ∧ walks 6 (0, 0) = 400 :=
  ⟨(closed_walks 1).trans (by decide), (closed_walks 2).trans (by decide),
    (closed_walks 3).trans (by decide)⟩

/-- A zero-diagonal Lanczos chain with at least four sites reproduces the closed-walk counts
of the square lattice at lengths 2, 4 and 6 exactly when its first three squared coefficients
are 4, 5 and 19/5. -/
theorem lanczos_matches_square_lattice (n : ℕ) (b : ℕ → ℝ) :
    ((chain (n + 4) b ^ 2) 0 0 = (walks 2 (0, 0) : ℝ) ∧
      (chain (n + 4) b ^ 4) 0 0 = (walks 4 (0, 0) : ℝ) ∧
      (chain (n + 4) b ^ 6) 0 0 = (walks 6 (0, 0) : ℝ)) ↔
    b 1 ^ 2 = 4 ∧ b 2 ^ 2 = 5 ∧ b 3 ^ 2 = 19 / 5 := by
  obtain ⟨m2, m4, m6⟩ := moments n b
  obtain ⟨c2, c4, c6⟩ := closed_walks_two_four_six
  rw [m2, m4, m6, c2, c4, c6]
  push_cast
  constructor
  · -- each moment determines one further coefficient
    rintro ⟨h2, h4, h6⟩
    rw [h2] at h4 h6
    have e2 : b 2 ^ 2 = 5 := by linarith
    rw [e2] at h6
    exact ⟨h2, e2, by linarith⟩
  · rintro ⟨h1, h2, h3⟩
    rw [h1, h2, h3]
    norm_num

end

end LanczosSquareLattice
```

```lean
#print axioms LanczosSquareLattice.lanczos_matches_square_lattice
```

```
'LanczosSquareLattice.lanczos_matches_square_lattice' depends on axioms: [propext, Classical.choice, Quot.sound]
```

## How the two halves meet

`chain_mulVec_site` is the three-term recurrence, and `krylov_vectors` applies it three times. `moment_split` uses the symmetry of $T$ to write a moment as an overlap, which `moments` evaluates by orthonormality.

On the lattice side, `walks_eq_line` proves the factorisation by induction on the number of steps, and `line_eq_choose` obtains the binomials from Pascal's rule. `closed_walks` sets the displacement to zero. In the final theorem, `linarith` solves for each new squared coefficient after the earlier ones have been substituted.

The walk count turns on `Fin.consEquiv`, used in `walks_succ`. It is the bijection between a sequence of $n+1$ steps and a pair made of its first step and the remaining $n$. The cardinality is first written as a sum of zeros and ones; `sum_comp` then reindexes that sum along the bijection, and it splits into

$$W_{n+1}(p)=\sum_d W_n(p-d),$$

where $d$ runs over the four lattice steps. The recursion is thus derived from the actual set of walks, and the induction can start from it.
